# Every neutral charge pattern on a molecular graph comes from exactly one set of bond charge increments if and only if the graph is a tree

## Can the increments be recovered from the charges?

In a bond charge increment scheme, each bond between atoms $i$ and $j$ carries a number $p_{ij}=-p_{ji}$, and the charge of atom $i$ is $q_i=\sum_j p_{ij}$. I have charges $+0.4$, $-0.5$, $+0.1$ on atoms 0, 1, 2 and want the increments back. For the chain 0–1–2 I can start at an end and read them off. If 0 and 2 are also bonded, I have no end to start from. Are the increments still fixed by the charges, and if not, which bonds are affected?

## Charges fix the increments on bonds outside rings

Take a finite simple graph $G$ whose vertices are atoms and whose edges are bonds; a double bond counts as one edge. The increments are real numbers $p_{ij}$ with $p_{ij}=-p_{ji}$, and $p_{ij}=0$ when $i$ and $j$ are not bonded. Charges are in units of $e$. A positive $p_{ij}$ means electrons moved from $i$ to $j$, so $i$ becomes positive. Some force-field tables use the opposite sign or index order. Write $\delta_a$ for a unit charge on atom $a$: $\delta_a(i)=1$ if $i=a$, and $0$ otherwise.

In your ring the increments are not fixed. For any real $t$, set
$$p_{01}=0.4+t,\qquad p_{12}=-0.1+t,\qquad p_{20}=t.$$
The charges are
$$q_0=p_{01}-p_{20}=0.4,\quad q_1=p_{12}-p_{01}=-0.5,\quad q_2=p_{20}-p_{12}=0.1,$$
whatever $t$ is. Without the bond 2–0, $t$ must be zero, which gives the chain's values.

**Charge of a region.** For a set of atoms $S$,
$$\sum_{i\in S}q_i=\sum_{i\in S}\sum_{j\in S}p_{ij}+\sum_{i\in S}\sum_{j\notin S}p_{ij}.$$
Call the first double sum $X$. Exchanging the names $i$ and $j$ and using antisymmetry gives $X=-X$, so $X=0$. The region's charge is the transfer across its boundary. For $S$ equal to the whole molecule, the total charge is zero.

If $u\in S$, $v\notin S$, and no bond other than $u$–$v$ leaves $S$, only one boundary term can survive:
$$p_{uv}=\sum_{i\in S}q_i.$$

**Dipoles along chains.** For a bond $a$–$b$, the increments $\delta_a(i)\delta_b(j)-\delta_b(i)\delta_a(j)$ are antisymmetric and vanish off that bond. Summing over $j$ gives the charges $\delta_a-\delta_b$. Adding such transfers along a walk $u=a_0,a_1,\dots,a_n=v$ gives
$$\sum_{k=0}^{n-1}(\delta_{a_k}-\delta_{a_{k+1}})=\delta_u-\delta_v.$$
A walk of length zero gives zero increments and zero charges.

**One bond at a time.** Delete the bond $u$–$v$. If $u$ and $v$ are still connected, a detour produces $\delta_u-\delta_v$ with $p_{uv}=0$, while the direct transfer produces the same charges with $p_{uv}=1$. The charges therefore do not determine this increment. If $u$ and $v$ are separated, let $S$ be the fragment containing $u$. In the original graph only $u$–$v$ leaves $S$, so $p_{uv}$ is the charge of that fragment.

A graph is acyclic exactly when deleting any bond separates its two atoms. Hence the charges determine all increments exactly when there are no rings.

**Existence and trees.** On a tree, choose a root atom $r$ and, for each atom $v$, increments $f^v$ with charges $\delta_v-\delta_r$. If $\sum_v q_v=0$, then $p_{ij}=\sum_v q_v f^v_{ij}$ has charges
$$\sum_v q_v\bigl(\delta_v(i)-\delta_r(i)\bigr)=q_i-\delta_r(i)\sum_v q_v=q_i.$$
These increments are unique because a tree has no rings.

Conversely, suppose every neutral charge vector has exactly one set of increments. If $u$ and $v$ were disconnected, the neutral vector $\delta_u-\delta_v$ would put charge $1$ on the component of $u$, although no bond leaves it to carry a transfer. So the graph is connected. Two sets of increments with equal charges share a neutral charge vector and must coincide, so there are no rings either.

### What the Lean statements say

`V` is the finite set of atoms and `G` the bond graph. `IsTransfer G p` collects the two conditions on the increments, and `charge p i` is $q_i$. `unitCharge a` is $\delta_a$, and `bondTransfer a b` is the unit transfer from $a$ to $b$.

- `increment_determined_iff` takes a bond $u$–$v$. Any two valid sets of increments with equal charges agree on $p_{uv}$ if and only if $u$ and $v$ are not `Reachable` from each other in `G.deleteEdges {s(u, v)}`, the graph without that bond.
- `increments_determined_iff_acyclic` says that equal charges force equal increments everywhere if and only if `G.IsAcyclic`. The graph may have several components.
- `existsUnique_increments_iff_isTree` assumes at least one atom. Every real `q` with sum zero has exactly one valid `p` (`∃!`) if and only if `G.IsTree`, meaning connected and acyclic. Connectedness is part of the conclusion.
- `ring_current_witness` treats the triangle, written as the complete graph `⊤` on `Fin 3`. The circulation $p_{01}=p_{12}=p_{20}=1$ leaves all atoms neutral. It is the term multiplied by $t$ above.

The zero-sum condition expresses that increments move charge without creating any. For an ion, $q$ is the charge measured relative to assigned formal charges.

The step from this model to a typical force field is parameter sharing: here each bond has its own free real increment, whereas a force field gives the same value to all bonds of one class, set by the two atom types and in some force fields also by the bond type. Such constraints can remove the ambiguity. If all three ring atoms have one type, antisymmetry makes the increments between them zero.

```lean
import Mathlib

open Finset

namespace BondChargeIncrements

variable {V : Type*} [Fintype V] [DecidableEq V] {G : SimpleGraph V}

/-- Bond charge increments on a molecular graph: a real transfer `p i j` that is antisymmetric
and vanishes between atoms that are not bonded. -/
structure IsTransfer (G : SimpleGraph V) (p : V → V → ℝ) : Prop where
  antisymm : ∀ i j, p i j = -p j i
  support : ∀ i j, ¬ G.Adj i j → p i j = 0

/-- The charge of atom `i`: the net outflow, summed over all partners. -/
def charge (p : V → V → ℝ) (i : V) : ℝ := ∑ j, p i j

/-- A unit charge placed on atom `a`. -/
def unitCharge (a : V) : V → ℝ := fun i => if i = a then 1 else 0

/-- For distinct `a` and `b`, one unit transferred from `a` to `b`, and nothing between other pairs;
for `a = b`, zero everywhere. -/
def bondTransfer (a b : V) (i j : V) : ℝ :=
  unitCharge a i * unitCharge b j - unitCharge b i * unitCharge a j

/-- The total charge of a region is the transfer across its boundary. -/
theorem charge_region {p : V → V → ℝ} (hp : IsTransfer G p) (S : Finset V) :
    ∑ i ∈ S, charge p i = ∑ i ∈ S, ∑ j ∈ Sᶜ, p i j := by
  -- transfers inside the region cancel in pairs
  have h0 : ∑ i ∈ S, ∑ j ∈ S, p i j = 0 := by
    have h : ∑ i ∈ S, ∑ j ∈ S, p i j = -∑ i ∈ S, ∑ j ∈ S, p i j := by
      calc ∑ i ∈ S, ∑ j ∈ S, p i j = ∑ i ∈ S, ∑ j ∈ S, p j i := Finset.sum_comm
        _ = ∑ i ∈ S, ∑ j ∈ S, -p i j :=
          sum_congr rfl fun i _ => sum_congr rfl fun j _ => hp.antisymm j i
        _ = -∑ i ∈ S, ∑ j ∈ S, p i j := by simp only [Finset.sum_neg_distrib]
    linarith
  have h1 : ∀ i, charge p i = ∑ j ∈ S, p i j + ∑ j ∈ Sᶜ, p i j :=
    fun i => (Finset.sum_add_sum_compl S _).symm
  simp only [h1, Finset.sum_add_distrib, h0, zero_add]

/-- If no bond other than `u`–`v` leaves a region containing `u` but not `v`, the increment
from `u` to `v` is the total charge of that region. -/
theorem increment_eq_region_charge {p : V → V → ℝ} (hp : IsTransfer G p) {S : Finset V}
    {u v : V} (hu : u ∈ S) (hv : v ∉ S)
    (hcut : ∀ i ∈ S, ∀ j, j ∉ S → G.Adj i j → i = u ∧ j = v) :
    p u v = ∑ i ∈ S, charge p i := by
  have h1 : ∀ i ∈ S, i ≠ u → ∑ j ∈ Sᶜ, p i j = 0 := fun i hi hne =>
    Finset.sum_eq_zero fun j hj => hp.support i j fun hij =>
      hne (hcut i hi j (Finset.mem_compl.mp hj) hij).1
  have h2 : ∀ j ∈ Sᶜ, j ≠ v → p u j = 0 := fun j hj hne =>
    hp.support u j fun hij => hne (hcut u hu j (Finset.mem_compl.mp hj) hij).2
  rw [charge_region hp, Finset.sum_eq_single_of_mem u hu h1,
    Finset.sum_eq_single_of_mem v (Finset.mem_compl.mpr hv) h2]

/-- A unit transfer along a bond is a valid set of increments, and it produces a unit positive
charge on the first atom and a unit negative charge on the second. -/
theorem bondTransfer_spec {a b : V} (hab : G.Adj a b) :
    IsTransfer G (bondTransfer a b) ∧
      charge (bondTransfer a b) = unitCharge a - unitCharge b := by
  have key : ∀ a b : V, G.Adj a b → ∀ i j, ¬ G.Adj i j →
      unitCharge a i * unitCharge b j = 0 := by
    intro a b hab i j hij
    by_cases hi : i = a
    · have hj : j ≠ b := fun hj => hij (by rw [hi, hj]; exact hab)
      simp [unitCharge, hj]
    · simp [unitCharge, hi]
  have hsum : ∀ a : V, ∑ j, unitCharge a j = 1 := fun a => by simp [unitCharge]
  refine ⟨⟨fun i j => by unfold bondTransfer; ring, fun i j hij => ?_⟩, ?_⟩
  · unfold bondTransfer
    rw [key a b hab i j hij, key b a hab.symm i j hij, sub_zero]
  · funext i
    simp only [charge, bondTransfer, Pi.sub_apply, Finset.sum_sub_distrib, ← Finset.mul_sum,
      hsum, mul_one]

/-- Between any two atoms joined by a chain of bonds, some increments produce a unit dipole. -/
theorem exists_dipole {u v : V} (h : G.Reachable u v) :
    ∃ p, IsTransfer G p ∧ charge p = unitCharge u - unitCharge v := by
  obtain ⟨w⟩ := h
  induction w with
  | nil => exact ⟨fun _ _ => 0, ⟨by simp, by simp⟩, by funext i; simp [charge]⟩
  | @cons a b c hab w ih =>
    obtain ⟨p, hp, hq⟩ := ih
    obtain ⟨hb, hbq⟩ := bondTransfer_spec hab
    refine ⟨fun i j => bondTransfer a b i j + p i j, ⟨fun i j => ?_, fun i j hij => ?_⟩, ?_⟩
    · show bondTransfer a b i j + p i j = -(bondTransfer a b j i + p j i)
      linarith [hb.antisymm i j, hp.antisymm i j]
    · show bondTransfer a b i j + p i j = 0
      rw [hb.support i j hij, hp.support i j hij, add_zero]
    · funext i
      have h1 := congrFun hbq i
      have h2 := congrFun hq i
      simp only [charge, Pi.sub_apply] at h1 h2 ⊢
      rw [Finset.sum_add_distrib, h1, h2]
      ring

/-- The increment on a bond is determined by the atomic charges exactly when deleting that
bond leaves its two atoms disconnected. -/
theorem increment_determined_iff {u v : V} (huv : G.Adj u v) :
    (∀ p p', IsTransfer G p → IsTransfer G p' → charge p = charge p' → p u v = p' u v) ↔
      ¬ (G.deleteEdges {s(u, v)}).Reachable u v := by
  classical
  constructor
  · -- a detour around the bond gives the same dipole as the bond itself
    intro H hr
    obtain ⟨p, hp, hq⟩ := exists_dipole hr
    obtain ⟨hb, hbq⟩ := bondTransfer_spec huv
    have hpG : IsTransfer G p := ⟨hp.antisymm, fun i j hij => hp.support i j fun h =>
      hij (SimpleGraph.deleteEdges_adj.mp h).1⟩
    have h0 : p u v = 0 := hp.support u v fun h =>
      (SimpleGraph.deleteEdges_adj.mp h).2 rfl
    have h1 : bondTransfer u v u v = 1 := by
      simp [bondTransfer, unitCharge, huv.ne]
    have h2 := H p _ hpG hb (hq.trans hbq.symm)
    rw [h0, h1] at h2
    exact zero_ne_one h2
  · -- the fragment on the side of `u` fixes the increment
    intro hr p p' hp hp' h
    let S : Finset V := univ.filter fun i => (G.deleteEdges {s(u, v)}).Reachable u i
    have hS : ∀ i, i ∈ S ↔ (G.deleteEdges {s(u, v)}).Reachable u i := fun i => by simp [S]
    have hu : u ∈ S := (hS u).2 (SimpleGraph.Reachable.refl u)
    have hv : v ∉ S := fun h => hr ((hS v).1 h)
    have hcut : ∀ i ∈ S, ∀ j, j ∉ S → G.Adj i j → i = u ∧ j = v := by
      intro i hi j hj hij
      by_cases he : s(i, j) = s(u, v)
      · rcases Sym2.eq_iff.mp he with h | h
        · exact h
        · exact absurd (h.1 ▸ hi) hv
      · have hadj : (G.deleteEdges {s(u, v)}).Adj i j :=
          SimpleGraph.deleteEdges_adj.mpr ⟨hij, he⟩
        exact absurd ((hS j).2 (((hS i).1 hi).trans hadj.reachable)) hj
    rw [increment_eq_region_charge hp hu hv hcut,
      increment_eq_region_charge hp' hu hv hcut, h]

/-- The atomic charges determine all bond charge increments exactly when the graph has
no rings. -/
theorem increments_determined_iff_acyclic :
    (∀ p p', IsTransfer G p → IsTransfer G p' → charge p = charge p' → p = p') ↔
      G.IsAcyclic := by
  rw [SimpleGraph.isAcyclic_iff_forall_adj_isBridge]
  constructor
  · intro H u v huv
    have h := (increment_determined_iff huv).1
      (fun p p' hp hp' h => by rw [H p p' hp hp' h])
    simpa [SimpleGraph.isBridge_iff, huv, SimpleGraph.deleteEdges] using h
  · intro H p p' hp hp' h
    funext u v
    by_cases huv : G.Adj u v
    · have hb := H huv
      exact (increment_determined_iff huv).2
        (by simpa [SimpleGraph.isBridge_iff, huv, SimpleGraph.deleteEdges] using hb)
        p p' hp hp' h
    · rw [hp.support u v huv, hp'.support u v huv]

/-- On a finite nonempty graph, every charge vector with total zero comes from exactly one set
of bond charge increments if and only if the graph is a tree. -/
theorem existsUnique_increments_iff_isTree [Nonempty V] :
    (∀ q : V → ℝ, ∑ i, q i = 0 → ∃! p, IsTransfer G p ∧ charge p = q) ↔ G.IsTree := by
  classical
  constructor
  · intro H
    have hpre : G.Preconnected := by
      intro u v
      by_contra hr
      -- a dipole between two separate fragments cannot be produced
      obtain ⟨p, ⟨hp, hq⟩, _⟩ := H (unitCharge u - unitCharge v)
        (by simp [unitCharge, Finset.sum_sub_distrib])
      let S : Finset V := univ.filter fun i => G.Reachable u i
      have hS : ∀ i, i ∈ S ↔ G.Reachable u i := fun i => by simp [S]
      have hu : u ∈ S := (hS u).2 (SimpleGraph.Reachable.refl u)
      have hv : v ∉ S := fun h => hr ((hS v).1 h)
      have h1 := increment_eq_region_charge hp hu hv fun i hi j hj hij =>
        absurd ((hS j).2 (((hS i).1 hi).trans hij.reachable)) hj
      have h2 : ∑ i ∈ S, (unitCharge u - unitCharge v) i = 1 := by
        simp only [Pi.sub_apply, unitCharge, Finset.sum_sub_distrib, Finset.sum_ite_eq',
          if_pos hu, if_neg hv, sub_zero]
      rw [hq, h2, hp.support u v fun h => hr h.reachable] at h1
      exact zero_ne_one h1
    refine ⟨(SimpleGraph.connected_iff G).2 ⟨hpre, inferInstance⟩,
      increments_determined_iff_acyclic.1 fun p p' hp hp' h => ?_⟩
    have h0 : ∑ i, charge p i = 0 := by
      rw [charge_region hp]
      simp
    exact (H (charge p) h0).unique ⟨hp, rfl⟩ ⟨hp', h.symm⟩
  · rintro ⟨hc, ha⟩ q hq
    -- send the charge of every atom to a common root
    obtain ⟨r⟩ := ‹Nonempty V›
    choose f hf hfq using fun v => exists_dipole (hc.preconnected v r)
    refine ⟨fun i j => ∑ v, q v * f v i j, ⟨⟨fun i j => ?_, fun i j hij => ?_⟩, ?_⟩, ?_⟩
    · show ∑ v, q v * f v i j = -∑ v, q v * f v j i
      rw [← Finset.sum_neg_distrib]
      exact sum_congr rfl fun v _ => by rw [(hf v).antisymm i j, mul_neg]
    · exact Finset.sum_eq_zero fun v _ => by rw [(hf v).support i j hij, mul_zero]
    · funext i
      have h1 : ∀ v, ∑ j, f v i j = unitCharge v i - unitCharge r i :=
        fun v => congrFun (hfq v) i
      show ∑ j, ∑ v, q v * f v i j = q i
      rw [Finset.sum_comm]
      simp only [← Finset.mul_sum, h1, mul_sub, Finset.sum_sub_distrib, ← Finset.sum_mul, hq]
      simp [unitCharge]
    · rintro p' ⟨hp', hq'⟩
      refine increments_determined_iff_acyclic.2 ha _ _ hp' ⟨fun i j => ?_, fun i j hij => ?_⟩ ?_
      · show ∑ v, q v * f v i j = -∑ v, q v * f v j i
        rw [← Finset.sum_neg_distrib]
        exact sum_congr rfl fun v _ => by rw [(hf v).antisymm i j, mul_neg]
      · exact Finset.sum_eq_zero fun v _ => by rw [(hf v).support i j hij, mul_zero]
      · rw [hq']
        funext i
        have h1 : ∀ v, ∑ j, f v i j = unitCharge v i - unitCharge r i :=
          fun v => congrFun (hfq v) i
        show q i = ∑ j, ∑ v, q v * f v i j
        rw [Finset.sum_comm]
        simp only [← Finset.mul_sum, h1, mul_sub, Finset.sum_sub_distrib, ← Finset.sum_mul, hq]
        simp [unitCharge]

/-- In a three-membered ring, a unit transfer circulating around the ring is a valid set of
increments and leaves every atom neutral. -/
theorem ring_current_witness :
    IsTransfer (⊤ : SimpleGraph (Fin 3)) ![![0, 1, -1], ![-1, 0, 1], ![1, -1, 0]] ∧
      charge (![![0, 1, -1], ![-1, 0, 1], ![1, -1, 0]] : Fin 3 → Fin 3 → ℝ) = 0 := by
  refine ⟨⟨fun i j => ?_, fun i j h => ?_⟩, ?_⟩
  · fin_cases i <;> fin_cases j <;> simp
  · have hij : i = j := by simpa using h
    subst hij
    fin_cases i <;> simp
  · funext i
    fin_cases i <;> simp [charge, Fin.sum_univ_succ]

end BondChargeIncrements
```

```lean
#print axioms BondChargeIncrements.existsUnique_increments_iff_isTree
-- 'BondChargeIncrements.existsUnique_increments_iff_isTree' depends on axioms: [propext, Classical.choice, Quot.sound]
```

### From the region sum to the tree theorem

`charge_region` proves $X=-X$ with `Finset.sum_comm` and antisymmetry, and `linarith` concludes $X=0$. `increment_eq_region_charge` then reduces the boundary sum to one term by two uses of `Finset.sum_eq_single_of_mem`. Its hypothesis `hcut` says that any bond leaving the region is $u$–$v$.

`bondTransfer_spec` checks the single-bond dipole. `exists_dipole` is the telescoping sum, carried out by induction on the walk: `nil` is the zero transfer, and `cons` adds one bond.

In `increment_determined_iff`, the first direction compares the detour with the direct bond and reaches $0=1$. The second defines `S` as the atoms reachable from $u$ after deletion, verifies `hcut`, and writes both increments as the same fragment charge. `increments_determined_iff_acyclic` combines this with Mathlib's characterisation of acyclic graphs by bridges, which are bonds whose deletion separates their ends. Pairs that are not bonded have zero increment on both sides.

In the tree theorem, the forward direction applies `increment_eq_region_charge` to a component that no bond leaves, so `hcut` holds vacuously; the result is again $0=1$. For the reverse direction, `choose` selects the dipoles $f^v$ to the root. The weighted sum is checked once for existence and again when the acyclic theorem is applied for uniqueness.

### Fitting increments for toluene

Suppose increments, one free number per bond, are fitted to atomic charges obtained from an electronic-structure calculation. The equations $q_i=\sum_j p_{ij}$ form a linear system with one row per atom and one unknown per bond. Toluene has 15 atoms and 15 bonds. The rows sum to zero, and because the molecule is connected this is the only linear relation among them, up to a factor. So the rank is 14, and one combination of unknowns is left free: a circulation around the six-membered ring. The C–H increments and the one between the methyl carbon and the ring are fixed by fragment charges; the six ring increments are not.

A minimum-norm least-squares solution with equal weight on every bond selects the member whose increments, taken in one direction around the ring, sum to zero. That choice comes from the norm, since the atomic charges are the same for every circulation.
